# The Ermakov equation for a Gaussian packet in a time-dependent harmonic trap

Let $b(t)>0$ be twice differentiable and let $\tau'=1/b^2$. In units $\hbar=m=1$, the packet

$$\psi(x,t)=b^{-1/2}\exp\!\Big(-\frac{x^2}{2b^2}+\frac{i\,b'x^2}{2b}-\frac{i\tau}{2}\Big)$$

solves $i\psi_t=-\tfrac12\psi_{xx}+\tfrac12w(t)^2x^2\psi$ if and only if $b''+w^2b=1/b^3$, the Ermakov equation.

For one non-interacting particle in one dimension, following this packet through a changing trap therefore reduces to ordinary differential equations. The condition on $\tau$ sets the zero-point phase: at constant $w>0$ and $b=w^{-1/2}$, the phase $\tau/2$ advances at the ground-state energy $w/2$.

## Differentiating the packet

Write $v=b'$, $a=b''$ and $\kappa=-1/b^2+iv/b$, so that $\psi=b^{-1/2}e^{\kappa x^2/2-i\tau/2}$. Then

$$\psi_x=\kappa x\psi,\qquad \psi_{xx}=(\kappa+\kappa^2x^2)\psi,$$
$$\psi_t=\Big(-\frac{v}{2b}-\frac{i}{2b^2}+\frac{\kappa'x^2}{2}\Big)\psi .$$

The first two terms of the bracket sum to $i\kappa/2$. For the third,

$$\kappa'=\frac{2v}{b^3}+\frac{ia}{b}-\frac{iv^2}{b^2},\qquad i\kappa^2=\frac{i}{b^4}-\frac{iv^2}{b^2}+\frac{2v}{b^3},$$

hence $\kappa'=i\kappa^2-i\Omega$ with $\Omega=(1/b^3-a)/b$. Multiplying $\psi_t$ by $i$ gives

$$i\psi_t=-\tfrac12\psi_{xx}+\tfrac12\Omega x^2\psi .$$

The equation with frequency $w$ thus holds exactly when $(\Omega-w^2)x^2\psi=0$ everywhere. Since $\psi$ never vanishes, taking $x=1$ gives $\Omega=w^2$, which is the Ermakov equation; the converse is immediate.

## Width, trap and packet in Lean

```lean
import Mathlib

open Complex

namespace ErmakovOscillator

noncomputable section
```

The first definition collects the data on width and phase. `HasDerivAt` says that the derivative exists and has the given value, here at every real time. The letter `a` is the acceleration of the width, not a ladder operator.

```lean
/-- The width `b` is positive with velocity `v` and acceleration `a`, and the rescaled
time `τ` runs at the rate `1 / b²`. -/
structure WidthAndPhase (b v a τ : ℝ → ℝ) : Prop where
  pos : ∀ t, 0 < b t
  vel : ∀ t, HasDerivAt b (v t) t
  acc : ∀ t, HasDerivAt v (a t) t
  phase : ∀ t, HasDerivAt τ (1 / b t ^ 2) t
```

The Ermakov equation is a separate predicate, so it can stand on one side of an equivalence.

```lean
/-- The Ermakov equation `b'' + w² b = 1 / b³`, for a width `b > 0` with acceleration `a`. -/
def Ermakov (w b a : ℝ → ℝ) : Prop :=
  ∀ t, a t + w t ^ 2 * b t = 1 / b t ^ 3
```

A solution is a function with pointwise derivatives that satisfy the equation at all positions and times.

```lean
/-- `ψ x t` solves `i ψ_t = -ψ_xx/2 + w(t)² x² ψ/2` at all positions and times. -/
def SolvesSchrodinger (w : ℝ → ℝ) (ψ : ℝ → ℝ → ℂ) : Prop :=
  ∃ ψx ψxx ψt : ℝ → ℝ → ℂ, ∀ x t,
    HasDerivAt (fun y => ψ y t) (ψx x t) x ∧
    HasDerivAt (fun y => ψx y t) (ψxx x t) x ∧
    HasDerivAt (fun s => ψ x s) (ψt x t) t ∧
    I * ψt x t = -ψxx x t / 2 + w t ^ 2 * x ^ 2 / 2 * ψ x t
```

One could also model the state as a curve in $L^2(\mathbb R)$, with the time derivative taken in norm. That would require checking that the packet lies in the domain of the Hamiltonian, and the step from the Schrödinger equation to the Ermakov equation would use $x^2\psi\neq0$ as a vector instead of evaluation at a point.

The packet has squared norm $\sqrt\pi$; a factor $\pi^{-1/4}$ normalises it. The standard deviation of position is then $b/\sqrt2$, not $b$.

```lean
/-- The Gaussian `b^(-1/2) exp(-x²/(2b²) + i (v x²/(2b) - τ/2))`, for `b > 0`. -/
def gaussianPacket (b v τ : ℝ → ℝ) (x t : ℝ) : ℂ :=
  (((Real.sqrt (b t))⁻¹ : ℝ) : ℂ) * Complex.exp (((-x ^ 2 / (2 * b t ^ 2) : ℝ) : ℂ)
    + I * ((v t * x ^ 2 / (2 * b t) - τ t / 2 : ℝ) : ℂ))
```

`chirp` is $\kappa$, including its real part, although the word usually refers to the quadratic phase alone. `trapStrength` is $\Omega$, which takes the place of $w^2$. It is negative when $b''>1/b^3$; the potential is then inverted and no real $w$ matches it.

```lean
/-- The complex curvature `-1/b² + i v/b` of the exponent, for `b > 0`. -/
def chirp (b v : ℝ → ℝ) (t : ℝ) : ℂ := -1 / b t ^ 2 + I * v t / b t

/-- The trap strength `(1/b³ - a)/b`, for `b > 0`. -/
def trapStrength (b a : ℝ → ℝ) (t : ℝ) : ℝ := (1 / b t ^ 3 - a t) / b t
```

## From the derivatives to the equivalence

The chain rule gives $\psi_x$, with `hr` and `hθ` differentiating the real exponent and the phase.

```lean
/-- The space derivative of the Gaussian is the chirp times `x ψ`. -/
theorem hasDerivAt_space (b v τ : ℝ → ℝ) (x t : ℝ) :
    HasDerivAt (fun y => gaussianPacket b v τ y t)
      (chirp b v t * x * gaussianPacket b v τ x t) x := by
  have hr : HasDerivAt (fun y : ℝ => -y ^ 2 / (2 * b t ^ 2)) (-x / b t ^ 2) x :=
    ((hasDerivAt_pow 2 x).fun_neg.div_const _).congr_deriv (by push_cast; ring)
  have hθ : HasDerivAt (fun y : ℝ => v t * y ^ 2 / (2 * b t) - τ t / 2) (v t * x / b t) x :=
    ((((hasDerivAt_pow 2 x).const_mul (v t)).div_const (2 * b t)).sub_const
      (τ t / 2)).congr_deriv (by push_cast; ring)
  refine ((hr.ofReal_comp.fun_add (hθ.ofReal_comp.const_mul I)).cexp.const_mul
    (((Real.sqrt (b t))⁻¹ : ℝ) : ℂ)).congr_deriv ?_
  simp only [gaussianPacket, chirp]
  push_cast
  ring
```

The product rule applied to $\kappa x\psi$ gives $\psi_{xx}$.

```lean
/-- The second space derivative of the Gaussian, in terms of its chirp. -/
theorem hasDerivAt_space_two (b v τ : ℝ → ℝ) (x t : ℝ) :
    HasDerivAt (fun y : ℝ => chirp b v t * y * gaussianPacket b v τ y t)
      ((chirp b v t + chirp b v t ^ 2 * x ^ 2) * gaussianPacket b v τ x t) x := by
  have hy : HasDerivAt (fun y : ℝ => (y : ℂ)) 1 x :=
    (hasDerivAt_id' x).ofReal_comp.congr_deriv Complex.ofReal_one
  exact ((hy.const_mul (chirp b v t)).fun_mul (hasDerivAt_space b v τ x t)).congr_deriv
    (by ring)
```

For $\psi_t$, `hA` differentiates the amplitude, and `hr` and `hθ` the exponent. `hψ` combines them, and the closing `linear_combination` uses $i^2=-1$ to reach the form with $\Omega$.

```lean
/-- For `b > 0`, `v = b'`, `a = b''` and `τ' = 1/b²`, the Gaussian evolves in time as in a harmonic
trap of strength `(1/b³ - b'')/b`. -/
theorem hasDerivAt_time {b v a τ : ℝ → ℝ} (h : WidthAndPhase b v a τ) (x t : ℝ) :
    HasDerivAt (fun s => gaussianPacket b v τ x s)
      (-I * (-(chirp b v t + chirp b v t ^ 2 * x ^ 2) / 2 + trapStrength b a t * x ^ 2 / 2)
        * gaussianPacket b v τ x t) t := by
  have hb : b t ≠ 0 := (h.pos t).ne'
  have hA : HasDerivAt (fun s => (Real.sqrt (b s))⁻¹)
      (-(v t / (2 * b t)) * (Real.sqrt (b t))⁻¹) t := by
    refine (((h.vel t).sqrt hb).inv (Real.sqrt_pos.2 (h.pos t)).ne').congr_deriv ?_
    simp only [Real.sq_sqrt (h.pos t).le]
    ring
  have hb2 : HasDerivAt (fun s => b s ^ 2) (2 * b t * v t) t :=
    ((h.vel t).fun_pow 2).congr_deriv (by push_cast; ring)
  have hr : HasDerivAt (fun s => -x ^ 2 / (2 * b s ^ 2)) (x ^ 2 * v t / b t ^ 3) t :=
    ((hasDerivAt_const t (-x ^ 2)).fun_div (hb2.const_mul 2)
      (mul_ne_zero two_ne_zero (pow_ne_zero 2 hb))).congr_deriv (by field_simp; ring)
  have hθ : HasDerivAt (fun s => v s * x ^ 2 / (2 * b s) - τ s / 2)
      (a t * x ^ 2 / (2 * b t) - v t ^ 2 * x ^ 2 / (2 * b t ^ 2) - 1 / (2 * b t ^ 2)) t :=
    ((((h.acc t).mul_const (x ^ 2)).fun_div ((h.vel t).const_mul 2)
      (mul_ne_zero two_ne_zero hb)).fun_sub ((h.phase t).div_const 2)).congr_deriv
      (by field_simp)
  -- product rule for amplitude and exponential
  have hψ : HasDerivAt (fun s => gaussianPacket b v τ x s)
      ((-(v t / (2 * b t)) + x ^ 2 * v t / b t ^ 3 + I * (a t * x ^ 2 / (2 * b t)
        - v t ^ 2 * x ^ 2 / (2 * b t ^ 2) - 1 / (2 * b t ^ 2))) * gaussianPacket b v τ x t) t := by
    refine (hA.ofReal_comp.fun_mul
      (hr.ofReal_comp.fun_add (hθ.ofReal_comp.const_mul I)).cexp).congr_deriv ?_
    simp only [gaussianPacket]
    push_cast
    ring
  refine hψ.congr_deriv ?_
  simp only [chirp, trapStrength]
  push_cast
  linear_combination (-(v t / (2 * b t)) + x ^ 2 * v t / b t ^ 3
    - I * v t ^ 2 * x ^ 2 / (2 * b t ^ 2)) * gaussianPacket b v τ x t * I_sq
```

In the main theorem, `hΩ` translates $\Omega=w^2$ into the Ermakov equation. From left to right, uniqueness of derivatives identifies the assumed ones with those computed above; `z` is the resulting product at $x=1$, and `hψ` removes the non-zero wave function. From right to left, the computed derivatives serve as witnesses and `key` verifies the equation.

```lean
/-- For `b > 0`, `v = b'`, `a = b''` and `τ' = 1/b²`, the Gaussian packet solves the Schrödinger
equation with frequency `w(t)` if and only if its width obeys the Ermakov equation. -/
theorem gaussianPacket_solves_iff {b v a τ : ℝ → ℝ} (h : WidthAndPhase b v a τ)
    (w : ℝ → ℝ) : SolvesSchrodinger w (gaussianPacket b v τ) ↔ Ermakov w b a := by
  have hΩ (t : ℝ) : trapStrength b a t = w t ^ 2 ↔ a t + w t ^ 2 * b t = 1 / b t ^ 3 := by
    rw [trapStrength, div_eq_iff (h.pos t).ne']
    constructor <;> intro hh <;> linarith
  constructor
  · rintro ⟨g, c, r, hs⟩ t
    -- derivatives are unique, so the two trap strengths agree at `x = 1`
    have hg : (fun y => g y t) = fun y : ℝ => chirp b v t * y * gaussianPacket b v τ y t :=
      funext fun y => (hs y t).1.unique (hasDerivAt_space b v τ y t)
    have h2 := (hs 1 t).2.1
    rw [hg] at h2
    have e := (hs 1 t).2.2.2
    rw [h2.unique (hasDerivAt_space_two b v τ 1 t),
      (hs 1 t).2.2.1.unique (hasDerivAt_time h 1 t)] at e
    simp only [ofReal_one] at e
    have z : ((trapStrength b a t - w t ^ 2 : ℝ) : ℂ) * gaussianPacket b v τ 1 t = 0 := by
      rw [ofReal_sub, ofReal_pow]
      linear_combination 2 * e + 2 * (-(chirp b v t + chirp b v t ^ 2) / 2
        + trapStrength b a t / 2) * gaussianPacket b v τ 1 t * I_sq
    have hψ : gaussianPacket b v τ 1 t ≠ 0 := mul_ne_zero (ofReal_ne_zero.2
      (inv_ne_zero (Real.sqrt_pos.2 (h.pos t)).ne')) (Complex.exp_ne_zero _)
    exact (hΩ t).1 (sub_eq_zero.1 (ofReal_eq_zero.1 ((mul_eq_zero.1 z).resolve_right hψ)))
  · intro he
    have key (x t : ℝ) : I * (-I * (-(chirp b v t + chirp b v t ^ 2 * x ^ 2) / 2
        + trapStrength b a t * x ^ 2 / 2) * gaussianPacket b v τ x t)
        = -((chirp b v t + chirp b v t ^ 2 * x ^ 2) * gaussianPacket b v τ x t) / 2
          + w t ^ 2 * x ^ 2 / 2 * gaussianPacket b v τ x t := by
      have k : (trapStrength b a t : ℂ) = (w t : ℂ) ^ 2 := by
        rw [(hΩ t).2 (he t), ofReal_pow]
      linear_combination -(-(chirp b v t + chirp b v t ^ 2 * x ^ 2) / 2
        + trapStrength b a t * x ^ 2 / 2) * gaussianPacket b v τ x t * I_sq
        + x ^ 2 / 2 * gaussianPacket b v τ x t * k
    exact ⟨_, _, _, fun x t => ⟨hasDerivAt_space b v τ x t, hasDerivAt_space_two b v τ x t,
      hasDerivAt_time h x t, key x t⟩⟩
```

The theorem takes $b$ as given and does not construct it from $w$. Applying it to a trapped atom also requires the potential to be quadratic wherever the packet has appreciable weight.

In a calculation, one integrates $b'=v$, $v'=1/b^3-w^2b$ and $\tau'=1/b^2$ from the initial values of $b$, $v$ and $\tau$, then inserts the results into $\psi$. With $w=0$, $b(0)=b_0$ and $v(0)=0$, this gives $b=b_0\sqrt{1+t^2/b_0^4}$, the spreading of a free packet.

## A pulsed trap

Take $w=\sqrt3/(1+t^2)$, a trap that is switched on and off smoothly, and $b=\sqrt{(1+t^2)/2}$.

```lean
/-- The width `√((1 + t²)/2)`. -/
def pulseWidth (t : ℝ) : ℝ := Real.sqrt ((1 + t ^ 2) / 2)
```

Here $v=t/(2b)$ and $a=(2b^2-t^2)/(4b^3)=1/(4b^3)$. Since $1+t^2=2b^2$, we have $w^2b=3/(4b^3)$, and the two terms add to $1/b^3$. The phase condition holds for $\tau=2\arctan t$. The facts `hv`, `ha`, `hE` and `hτ` establish these statements in turn, and the equivalence then shows that the corresponding packet solves the Schrödinger equation.

```lean
/-- For the pulsed trap `w = √3/(1 + t²)`, the width `√((1 + t²)/2)` and the rescaled time
`2 arctan t` meet all the conditions on width and phase and the Ermakov equation. -/
theorem pulse_witness :
    WidthAndPhase pulseWidth (fun t => t / (2 * pulseWidth t))
      (fun t => 1 / (4 * pulseWidth t ^ 3)) (fun t => 2 * Real.arctan t) ∧
    Ermakov (fun t => Real.sqrt 3 / (1 + t ^ 2)) pulseWidth
      (fun t => 1 / (4 * pulseWidth t ^ 3)) := by
  have hQ (t : ℝ) : 0 < (1 + t ^ 2) / 2 := by positivity
  have hB (t : ℝ) : 0 < pulseWidth t := Real.sqrt_pos.2 (hQ t)
  have hsq (t : ℝ) : pulseWidth t ^ 2 = (1 + t ^ 2) / 2 := Real.sq_sqrt (hQ t).le
  have hv (t : ℝ) : HasDerivAt pulseWidth (t / (2 * pulseWidth t)) t := by
    refine ((((hasDerivAt_pow 2 t).const_add 1).div_const 2).sqrt (hQ t).ne').congr_deriv ?_
    simp only [pulseWidth]
    push_cast
    ring
  have ha (t : ℝ) : HasDerivAt (fun s => s / (2 * pulseWidth s))
      (1 / (4 * pulseWidth t ^ 3)) t := by
    have hb := (hB t).ne'
    have hk : 2 * pulseWidth t ^ 2 - t ^ 2 = 1 := by rw [hsq]; ring
    refine ((hasDerivAt_id' t).fun_div ((hv t).const_mul 2)
      (mul_ne_zero two_ne_zero hb)).congr_deriv ?_
    calc (1 * (2 * pulseWidth t) - t * (2 * (t / (2 * pulseWidth t)))) / (2 * pulseWidth t) ^ 2
        = (2 * pulseWidth t ^ 2 - t ^ 2) / (4 * pulseWidth t ^ 3) := by field_simp; ring
      _ = 1 / (4 * pulseWidth t ^ 3) := by rw [hk]
  have hτ (t : ℝ) : HasDerivAt (fun s => 2 * Real.arctan s) (1 / pulseWidth t ^ 2) t :=
    ((Real.hasDerivAt_arctan t).const_mul 2).congr_deriv (by rw [hsq, one_div_div]; ring)
  have hE (t : ℝ) : 1 / (4 * pulseWidth t ^ 3) + (Real.sqrt 3 / (1 + t ^ 2)) ^ 2 * pulseWidth t
      = 1 / pulseWidth t ^ 3 := by
    have hb := (hB t).ne'
    have h2 : 1 + t ^ 2 = 2 * pulseWidth t ^ 2 := by rw [hsq]; ring
    rw [div_pow, Real.sq_sqrt (by norm_num : (0 : ℝ) ≤ 3), h2]
    field_simp
    norm_num
  exact ⟨⟨hB, hv, ha, hτ⟩, hE⟩

end

end ErmakovOscillator
```

```lean
#print axioms ErmakovOscillator.gaussianPacket_solves_iff
```

```
'ErmakovOscillator.gaussianPacket_solves_iff' depends on axioms: [propext, Classical.choice, Quot.sound]
```
